# The error of the PAW Hartree splitting on a finite grid, and conditions that make it zero

Q: You replace space by a finite set of points and the Coulomb interaction by a matrix. Why should I accept that as a model of the Hartree energy?

A: Because the algebra behind the PAW splitting uses two properties that survive the replacement: the energy is quadratic in the density, and the interaction is symmetric. The further conditions for an exact splitting, among them that the difference between an atom's all-electron and compensated smooth on-site charges has no potential outside its sphere, do not follow from these two and will appear as hypotheses. Let $G$ be the finite grid and let $x_i$ be the charge in the cell of point $i$. The matrix element $K_{ij}$ is the interaction energy of unit charges at $i$ and $j$, so $(Kx)_i=\sum_j K_{ij}x_j$ is the Hartree potential at $i$. With $\langle x,y\rangle=\sum_i x_iy_i$, the energy is
$$E(x)=\tfrac12\langle x,Kx\rangle .$$

The only assumption on $K$ is that it is real and symmetric, which says that two charges act on each other equally. A discretised $1/r$ with some finite value chosen for the diagonal qualifies, and so do many kernels that are not Coulombic.

```lean
import Mathlib

open Matrix

namespace PAWHartree

noncomputable section

variable {G : Type*} [Fintype G]

/-- The Hartree energy `(1/2) <x, K x>` of a density `x` on a finite grid with
interaction kernel `K`. -/
def hartree (K : Matrix G G ℝ) (x : G → ℝ) : ℝ := (1 / 2) * (x ⬝ᵥ K *ᵥ x)
```

In the code a density is a function `G → ℝ`, `K *ᵥ x` is the potential $Kx$, and `⬝ᵥ` is the sum over grid points. Nothing forces a density to be positive, so differences of densities are allowed, and so are nuclear charges of opposite sign. If nuclei are included, $E$ contains their self-energies, which are finite on the grid.

Q: Then where does the splitting come from? PAW takes the energy of a smooth density, adds an on-site energy and subtracts another. A quadratic function does not usually permit that.

A: It doesn't, and the failure can be computed. Start with symmetry:
$$\langle x,Ky\rangle=\sum_{i,j}x_iK_{ij}y_j=\sum_{i,j}y_jK_{ji}x_i=\langle y,Kx\rangle .$$

```lean
/-- For a symmetric kernel, the energy of `x` in the potential of `y` equals the energy
of `y` in the potential of `x`. -/
theorem interaction_comm {K : Matrix G G ℝ} (hK : K.IsSymm) (x y : G → ℝ) :
    x ⬝ᵥ K *ᵥ y = y ⬝ᵥ K *ᵥ x := by
  rw [Matrix.dotProduct_mulVec, ← Matrix.mulVec_transpose, hK.eq]
  exact dotProduct_comm _ _
```

The proof moves the matrix to the other side of the dot product, where it appears transposed. The hypothesis `hK` replaces the transpose by $K$, and the dot product commutes.

Now expand the energy of a sum:
$$E(x+y)=\tfrac12\big(\langle x,Kx\rangle+\langle x,Ky\rangle+\langle y,Kx\rangle+\langle y,Ky\rangle\big)=E(x)+E(y)+\langle x,Ky\rangle .$$
The two mixed terms are equal, so the factor $\tfrac12$ leaves one of them.

```lean
/-- For a symmetric kernel, the Hartree energy of a sum of two densities is the sum of
their energies plus their mutual interaction. -/
theorem hartree_add {K : Matrix G G ℝ} (hK : K.IsSymm) (x y : G → ℝ) :
    hartree K (x + y) = hartree K x + hartree K y + x ⬝ᵥ K *ᵥ y := by
  simp only [hartree, Matrix.mulVec_add, add_dotProduct, dotProduct_add]
  linear_combination (1 / 2) * interaction_comm hK y x
```

Here `simp only` produces the four terms, and `linear_combination` merges the mixed ones with half of the symmetry relation.

Q: And the three densities of the splitting?

A: For one atom, let $a$ be the smooth density including its compensation charge, $b$ the on-site all-electron density, and $c$ the on-site smooth density, also with compensation charge. The full density is $a+b-c$. Add the same increment $b-c$ once to $a$ and once to $c$:
$$E(a+b-c)=E(a)+E(b-c)+\langle a,K(b-c)\rangle,$$
$$E(b)=E(c)+E(b-c)+\langle c,K(b-c)\rangle .$$
Subtracting the second line from the first removes $E(b-c)$, and rearranging gives
$$E(a+b-c)-E(a)-E(b)+E(c)=\langle a-c,K(b-c)\rangle .$$

```lean
/-- For a symmetric kernel, the energy of `a + b - c` minus its split form `E(a) + E(b) - E(c)` is
the interaction of `a - c` with the potential of `b - c`. -/
theorem cross_term {K : Matrix G G ℝ} (hK : K.IsSymm) (a b c : G → ℝ) :
    hartree K (a + b - c) - hartree K a - hartree K b + hartree K c
      = (a - c) ⬝ᵥ K *ᵥ (b - c) := by
  -- add the same increment `b - c` to `a` and to `c`
  have h1 := hartree_add hK a (b - c)
  have h2 := hartree_add hK c (b - c)
  have e1 : a + (b - c) = a + b - c := by abel
  have e2 : c + (b - c) = b := by abel
  rw [e1] at h1
  rw [e2] at h2
  rw [sub_dotProduct]
  linarith
```

The Lean proof takes the same route. `h1` and `h2` are the two expansions, `e1` and `e2` simplify their arguments, and `linarith` does the subtraction. This identity holds for any three densities, with no spheres involved.

Q: So the splitting has an error in general. What makes it vanish?

A: Its two factors can live in different places. Let $S$ be the set of grid points in the augmentation sphere. Suppose $a_i=c_i$ for $i\in S$, and $(K(b-c))_i=0$ for $i\notin S$. Then
$$\langle a-c,K(b-c)\rangle=\sum_{i\in S}0\cdot(K(b-c))_i+\sum_{i\notin S}(a_i-c_i)\cdot 0=0 .$$

```lean
/-- For a symmetric kernel, the splitting is exact if `a` equals `c` inside the sphere `S`
and the potential of `b - c` vanishes outside it. -/
theorem splitting_exact {K : Matrix G G ℝ} (hK : K.IsSymm) {S : Set G} {a b c : G → ℝ}
    (hin : ∀ i ∈ S, a i = c i) (hout : ∀ i ∉ S, (K *ᵥ (b - c)) i = 0) :
    hartree K (a + b - c) = hartree K a + hartree K b - hartree K c := by
  -- at every grid point one of the two factors is zero
  have h0 : (a - c) ⬝ᵥ K *ᵥ (b - c) = 0 := by
    unfold dotProduct
    apply Finset.sum_eq_zero
    intro i _
    by_cases hi : i ∈ S
    · rw [Pi.sub_apply, hin i hi, sub_self, zero_mul]
    · rw [hout i hi, mul_zero]
  have h := cross_term hK a b c
  linarith
```

The case distinction `by_cases hi : i ∈ S` is this division of the sum. The type `Set G` admits any subset of the grid, so the word "sphere" carries no geometry here.

Q: Those two conditions carry all the physics, and you assume them.

A: Yes, and each stands for something specific. The first says that the on-site expansion reproduces the smooth density inside the sphere, which is an idealisation when the set of partial waves is finite. The second is the purpose of the compensation charge. For the continuum Coulomb interaction, a charge confined to a sphere produces an outside potential fixed by its multipole moments, and the compensation charge contained in $c$ is chosen so that the moments of $b-c$ vanish. The theorem takes the vanishing potential as a hypothesis. It does not derive it from multipoles, and on a grid with a discretised $1/r$, matching moments will in general achieve it only approximately.

Q: Perhaps the second condition is stronger than necessary. Might the error vanish although the potential leaks out?

A: For a particular $a$ it might, through cancellation in the sum. If the splitting is to work for every $a$ that agrees with $c$ inside $S$, the condition is necessary. Take a point $i\notin S$ and set $a=c+e_i$, where $e_i$ is a unit charge at $i$. This $a$ agrees with $c$ inside $S$, so the splitting is exact for it by assumption, and
$$0=\langle e_i,K(b-c)\rangle=(K(b-c))_i .$$

```lean
/-- For a symmetric kernel and fixed `b` and `c`, the splitting is exact for every `a`
that equals `c` inside `S` if and only if the potential of `b - c` vanishes outside `S`. -/
theorem splitting_exact_iff {K : Matrix G G ℝ} (hK : K.IsSymm) (S : Set G)
    (b c : G → ℝ) :
    (∀ a : G → ℝ, (∀ i ∈ S, a i = c i) →
      hartree K (a + b - c) = hartree K a + hartree K b - hartree K c) ↔
    ∀ i ∉ S, (K *ᵥ (b - c)) i = 0 := by
  classical
  constructor
  · intro h i hi
    -- probe the potential with a unit charge at the outside point `i`
    have hin : ∀ j ∈ S, (c + Pi.single i 1 : G → ℝ) j = c j := by
      intro j hj
      have hne : j ≠ i := fun e => hi (e ▸ hj)
      simp [hne]
    have h1 := h _ hin
    have h2 := cross_term hK (c + Pi.single i 1) b c
    have e : (c + Pi.single i 1 : G → ℝ) - c = Pi.single i 1 := by abel
    rw [e, single_dotProduct, one_mul] at h2
    linarith
  · intro h a ha
    exact splitting_exact hK ha h
```

In Lean, $e_i$ is `Pi.single i 1`. The first branch of the proof places this test charge and reads off the potential from `cross_term`; the second is the previous theorem. If $S$ is the whole grid, there is no outside point, and both sides of the equivalence are true.

Q: A molecule has many atoms. Their corrections might interact with each other, and your identity for three densities says nothing about that.

A: That is why the many-atom theorem has further hypotheses. Label the atoms by $R$, with spheres $S_R$ and on-site densities $b_R$ and $c_R$. The assumptions are:

- the spheres of different atoms are disjoint (`hdisj`);
- $a=c_R$ inside $S_R$ (`hin`);
- $b_R=c_R$ outside $S_R$ (`hbc`);
- $K(b_R-c_R)=0$ outside $S_R$ (`hpot`).

The conclusion is
$$E\Big(a+\sum_R(b_R-c_R)\Big)=E(a)+\sum_R\big(E(b_R)-E(c_R)\big).$$

Add the atoms one at a time. Let $s$ be the set of atoms already treated, let $R$ be a new one, and write $a'=a+\sum_{T\in s}(b_T-c_T)$. A point $i\in S_R$ lies outside every $S_T$ with $T\in s$, because the spheres are disjoint. Each earlier correction is therefore zero there, and $a'_i=a_i=(c_R)_i$. The one-atom result applies to $a'$, $b_R$ and $c_R$:
$$E(a'+b_R-c_R)=E(a')+E(b_R)-E(c_R).$$
By the induction hypothesis, $E(a')=E(a)+\sum_{T\in s}(E(b_T)-E(c_T))$. Inserting this gives the formula for $s$ together with $R$. For the empty set of atoms the formula reads $E(a)=E(a)$.

```lean
/-- PAW Hartree energy for many atoms with a symmetric kernel and disjoint spheres `S R`. If `a`
equals `c R` inside `S R`, and outside `S R` both `b R - c R` and its potential vanish, the Hartree
energy of `a + ∑ R, (b R - c R)` is that of `a` plus the sum of the on-site differences
`E(b R) - E(c R)`. -/
theorem paw_hartree_exact {ι : Type*} [Fintype ι] {K : Matrix G G ℝ} (hK : K.IsSymm)
    (S : ι → Set G) (a : G → ℝ) (b c : ι → G → ℝ)
    (hdisj : ∀ R T, R ≠ T → Disjoint (S R) (S T))
    (hin : ∀ R, ∀ i ∈ S R, a i = c R i)
    (hbc : ∀ R, ∀ i ∉ S R, b R i = c R i)
    (hpot : ∀ R, ∀ i ∉ S R, (K *ᵥ (b R - c R)) i = 0) :
    hartree K (a + ∑ R, (b R - c R))
      = hartree K a + ∑ R, (hartree K (b R) - hartree K (c R)) := by
  classical
  have key : ∀ s : Finset ι, hartree K (a + ∑ R ∈ s, (b R - c R))
      = hartree K a + ∑ R ∈ s, (hartree K (b R) - hartree K (c R)) := by
    intro s
    induction s using Finset.induction_on with
    | empty => simp
    | insert R s hR ih =>
      -- corrections of the other atoms do not reach into the sphere of `R`
      have hin' : ∀ i ∈ S R, (a + ∑ T ∈ s, (b T - c T)) i = c R i := by
        intro i hi
        have h0 : (∑ T ∈ s, (b T - c T)) i = 0 := by
          rw [Finset.sum_apply]
          apply Finset.sum_eq_zero
          intro T hT
          have hne : R ≠ T := by
            intro e
            rw [e] at hR
            exact hR hT
          have hi' : i ∉ S T := Set.disjoint_left.mp (hdisj R T hne) hi
          rw [Pi.sub_apply, hbc T i hi', sub_self]
        rw [Pi.add_apply, h0, add_zero]
        exact hin R i hi
      have h := splitting_exact hK hin' (hpot R)
      have e : a + (b R - c R + ∑ T ∈ s, (b T - c T))
          = a + ∑ T ∈ s, (b T - c T) + b R - c R := by abel
      rw [Finset.sum_insert hR, Finset.sum_insert hR, e, h, ih]
      ring
  exact key Finset.univ
```

The statement `key` is the formula for an arbitrary finite set `s` of atoms, and `Finset.induction_on` adds them singly. Inside the induction step, `hin'` is the claim that $a'$ still equals $c_R$ in the new sphere. The last line applies `key` to the set of all atoms.

Q: Where did the interaction between two corrections go?

A: It is zero under the hypotheses. The correction $b_R-c_R$ is supported in $S_R$, while the potential of $b_T-c_T$ is zero outside $S_T$. With disjoint spheres, no grid point sees both.

Q: I can still imagine that these conditions contradict each other unless every correction is zero. The theorem would then be empty.

A: A small example rules that out. Take four grid points and two spheres, the first two points and the last two. The kernel has 3 on the diagonal and 1 elsewhere.

```lean
/-- A model kernel on four grid points: 3 on the diagonal and 1 elsewhere. -/
def modelKernel : Matrix (Fin 4) (Fin 4) ℝ :=
  !![3, 1, 1, 1; 1, 3, 1, 1; 1, 1, 3, 1; 1, 1, 1, 3]

/-- Two model spheres: the first two and the last two grid points. -/
def modelSphere (R : Fin 2) : Set (Fin 4) :=
  {i | (![0, 0, 1, 1] : Fin 4 → Fin 2) i = R}
```

The function in `modelSphere` assigns each point to an atom, numbered 0 and 1, and a sphere collects the points with its number. The on-site densities are $b_0=(2,0,0,0)$, $c_0=(1,1,0,0)$, $b_1=(0,0,2,0)$ and $c_1=(0,0,1,1)$.

```lean
/-- The model on-site densities `b R` of the two atoms. -/
def modelB : Fin 2 → Fin 4 → ℝ := ![![2, 0, 0, 0], ![0, 0, 2, 0]]

/-- The model on-site densities `c R` of the two atoms. -/
def modelC : Fin 2 → Fin 4 → ℝ := ![![1, 1, 0, 0], ![0, 0, 1, 1]]
```

The corrections are $(1,-1,0,0)$ and $(0,0,1,-1)$. Both are neutral and nonzero. A neutral charge meets equal off-diagonal elements at every point outside its sphere, so its potential there cancels: the two potentials are $(2,-2,0,0)$ and $(0,0,2,-2)$. The smooth density $a=(1,1,1,1)$ agrees with $c_0$ on the first two points and with $c_1$ on the last two.

```lean
/-- The two-atom model, with the uniform density as `a`, meets all hypotheses of
`paw_hartree_exact`. -/
theorem paw_hartree_exact_witness :
    modelKernel.IsSymm ∧
    (∀ R T, R ≠ T → Disjoint (modelSphere R) (modelSphere T)) ∧
    (∀ R, ∀ i ∈ modelSphere R, (![1, 1, 1, 1] : Fin 4 → ℝ) i = modelC R i) ∧
    (∀ R, ∀ i ∉ modelSphere R, modelB R i = modelC R i) ∧
    (∀ R, ∀ i ∉ modelSphere R, (modelKernel *ᵥ (modelB R - modelC R)) i = 0) := by
  refine ⟨Matrix.IsSymm.ext fun i j => ?_, fun R T h => ?_, fun R i => ?_,
    fun R i => ?_, fun R i => ?_⟩
  · fin_cases i <;> fin_cases j <;> simp [modelKernel]
  · exact Set.disjoint_left.mpr fun i hi hj => h (hi.symm.trans hj)
  · fin_cases R <;> fin_cases i <;> simp [modelSphere, modelC]
  · fin_cases R <;> fin_cases i <;> simp [modelSphere, modelB, modelC]
  · fin_cases R <;> fin_cases i <;>
      simp [modelSphere, modelKernel, modelB, modelC, Matrix.mulVec, dotProduct,
        Fin.sum_univ_four] <;> norm_num

end

end PAWHartree
```

```lean
#print axioms PAWHartree.splitting_exact_iff
#print axioms PAWHartree.paw_hartree_exact
```

```
'PAWHartree.splitting_exact_iff' depends on axioms: [propext, Classical.choice, Quot.sound]
'PAWHartree.paw_hartree_exact' depends on axioms: [propext, Classical.choice, Quot.sound]
```

The five parts of `paw_hartree_exact_witness` are the symmetry of the kernel and the four hypotheses listed above. Disjointness holds because a point has only one atom number; the other parts are checked entry by entry with `fin_cases` and `simp`. The energies are quick to work out: the full density $(2,0,2,0)$ has energy 16, the smooth one has 12, and each atom contributes $6-4=2$.

Q: That kernel is hardly Coulomb's law.

A: No. It shows that the hypotheses are consistent with nonzero corrections, and nothing about how well a real atom satisfies them.

Q: What may I then conclude about an actual PAW calculation?

A: Within this finite-grid model with a symmetric kernel, the one-atom cross term tells you how two approximations combine: an incomplete on-site expansion inside the sphere is multiplied by the potential of the correction there, and a potential that leaks out is multiplied by the difference $a-c$ outside.

The model has limits that matter in practice. All densities share one grid, whereas PAW programs commonly put the on-site densities on radial grids, and the mismatch between the grids is not described. Overlapping spheres are excluded. The kinetic and exchange–correlation energies do not enter, so the result concerns only the electrostatic part of the PAW energy.
